# At an exact eigenstate, an error in the decoupling matrix changes the energy only at second order

Let $H$ and $M$ be Hermitian matrices divided into large- and small-component blocks. Let $v=(a,Xa)$ satisfy $Hv=eMv$ with $e$ real and $v^\dagger Mv\neq0$. If $X$ is replaced by $X+tY$, with $t$ real and $a$ held fixed, the energy has zero derivative at $t=0$, and

$$\frac{\mathcal E(t)-e}{t^2}\;\longrightarrow\;\frac{(Ya)^\dagger(H_{22}-eM_{22})(Ya)}{v^\dagger Mv}\qquad(t\to0,\ t\ne0).$$

Here $v_t=(a,(X+tY)a)$, $\mathcal E(t)=v_t^\dagger Hv_t/v_t^\dagger Mv_t$, and the subscript 22 marks the small-small block. There is also a converse: for any $v=(a,Xa)$ with nonzero norm, the energy is stationary under every change of $X$ exactly when the small-component rows of the eigenvalue equation hold with the energy of $v$ as the eigenvalue.

In exact two-component theory, this says how an approximate $X$ affects the energy of one state of a finite one-electron matrix problem with a fixed large component. It does not cover the re-optimisation of $a$ in an approximate two-component Hamiltonian, or a self-consistent field.

## Spinor, expectation value and energy

The finite index types `m` and `n` label large and small basis functions, and their disjoint sum `m ⊕ n` labels the whole spinor. Statements that do not need the block structure use a general index type `k`.

```lean
import Mathlib

open Matrix Filter Topology
open scoped ComplexOrder

namespace DecouplingError

variable {m n k : Type*} [Fintype m] [Fintype n] [Fintype k]
```

The matrix $X$ produces the small component from the large one, so the spinor is $v=(a,Xa)$. `Sum.elim` joins the two parts.

```lean
/-- The spinor with large component `a` and small component `X a`. -/
def fourSpinor (X : Matrix n m ℂ) (a : m → ℂ) : m ⊕ n → ℂ := Sum.elim a (X *ᵥ a)
```

The expectation value $v^\dagger Av$ is not normalised. In Lean, `star v` is the complex conjugate and `⬝ᵥ` is the plain dot product, without conjugation.

```lean
/-- The unnormalised expectation value `v† A v`. -/
def expect (A : Matrix k k ℂ) (v : k → ℂ) : ℂ := star v ⬝ᵥ (A *ᵥ v)
```

The energy is the quotient $v^\dagger Hv/v^\dagger Mv$. The matrix $M$ is the metric. In applications it is the overlap matrix of the basis, which is positive definite when the basis functions are linearly independent. The theorems do not assume positive definiteness; those about the energy assume $v^\dagger Mv\neq0$ instead.

```lean
/-- The Rayleigh quotient `v† H v / v† M v`, meaningful where `v† M v ≠ 0`. -/
noncomputable def energy (H M : Matrix k k ℂ) (v : k → ℂ) : ℂ := expect H v / expect M v
```

## The perturbed quadratic form

Since $(X+tY)a=Xa+tYa$, the perturbed spinor is

$$v_t=v+tw,\qquad w=(0,Ya).$$

```lean
omit [Fintype n] in
/-- Changing the decoupling matrix by `t Y` adds `t Y a` to the small component only. -/
theorem fourSpinor_shift (X Y : Matrix n m ℂ) (a : m → ℂ) (t : ℂ) :
    fourSpinor (X + t • Y) a = fourSpinor X a + t • Sum.elim (0 : m → ℂ) (Y *ᵥ a) := by
  ext i
  cases i <;> simp [fourSpinor, add_mulVec, smul_mulVec]
```

For any square matrix $A$ and real $t$, multiplying out gives

$$(v+tw)^\dagger A(v+tw)=v^\dagger Av+t\,(w^\dagger Av+v^\dagger Aw)+t^2\,w^\dagger Aw.$$

The reality of $t$ enters through $t^*=t$.

```lean
private lemma expect_add_smul (A : Matrix k k ℂ) (v w : k → ℂ) (t : ℝ) :
    expect A (v + (t : ℂ) • w) = expect A v
      + (t : ℂ) * (star w ⬝ᵥ (A *ᵥ v) + star v ⬝ᵥ (A *ᵥ w)) + (t : ℂ) ^ 2 * expect A w := by
  simp only [expect, star_add, star_smul, mulVec_add, mulVec_smul, add_dotProduct,
    dotProduct_add, smul_dotProduct, dotProduct_smul, smul_eq_mul, Complex.star_def,
    Complex.conj_ofReal]
  ring
```

If $A$ is Hermitian, the two linear terms are complex conjugates of each other: $v^\dagger Aw=(w^\dagger Av)^*$.

```lean
private lemma swap {A : Matrix k k ℂ} (hA : A.IsHermitian) (v w : k → ℂ) :
    star v ⬝ᵥ (A *ᵥ w) = star (star w ⬝ᵥ (A *ᵥ v)) :=
  calc star v ⬝ᵥ (A *ᵥ w) = star (star (A *ᵥ w) ⬝ᵥ v) := by apply Matrix.star_dotProduct
    _ = star (star w ⬝ᵥ (A *ᵥ v)) := by
      rw [Matrix.star_mulVec, hA.eq, ← Matrix.dotProduct_mulVec]
```

The matrix to which this will be applied is $H-eM$. For real $e$ it is Hermitian, because $(H-eM)^\dagger=H^\dagger-e^*M^\dagger=H-eM$.

```lean
omit [Fintype k] in
private lemma shift_hermitian {H M : Matrix k k ℂ} (hH : H.IsHermitian) (hM : M.IsHermitian)
    (e : ℝ) : (H - (e : ℂ) • M).IsHermitian := by
  rw [Matrix.IsHermitian, conjTranspose_sub, conjTranspose_smul, hH.eq, hM.eq,
    Complex.star_def, Complex.conj_ofReal]
```

Its bilinear form splits as $x^{T}(H-eM)y=x^{T}Hy-e\,x^{T}My$.

```lean
private lemma shift_apply (H M : Matrix k k ℂ) (e : ℂ) (x y : k → ℂ) :
    x ⬝ᵥ ((H - e • M) *ᵥ y) = x ⬝ᵥ (H *ᵥ y) - e * (x ⬝ᵥ (M *ᵥ y)) := by
  rw [sub_mulVec, smul_mulVec, dotProduct_sub, dotProduct_smul, smul_eq_mul]
```

Because $w$ has no large component, only small-component entries survive in an overlap with it. With $u_S$ the small part of $u$, $(0,b)^\dagger u=b^\dagger u_S$.

```lean
private lemma small_dot (b : n → ℂ) (u : m ⊕ n → ℂ) :
    star (Sum.elim (0 : m → ℂ) b) ⬝ᵥ u = star b ⬝ᵥ (fun i => u (Sum.inr i)) := by
  simp [dotProduct, Fintype.sum_sum_type]
```

For the same reason, $(0,b)^\dagger A(0,b)=b^\dagger A_{22}b$. Lean writes the block as `A.toBlocks₂₂`.

```lean
private lemma expect_small (A : Matrix (m ⊕ n) (m ⊕ n) ℂ) (b : n → ℂ) :
    expect A (Sum.elim (0 : m → ℂ) b) = expect A.toBlocks₂₂ b := by
  simp [expect, dotProduct, mulVec, Fintype.sum_sum_type, toBlocks₂₂]
```

## The slope of the energy

Differentiating the expansion at $t=0$ leaves the linear coefficient,

$$\frac{d}{dt}\,(v+tw)^\dagger A(v+tw)\Big|_{0}=w^\dagger Av+v^\dagger Aw.$$

```lean
private lemma expect_hasDerivAt (A : Matrix k k ℂ) (v w : k → ℂ) :
    HasDerivAt (fun t : ℝ => expect A (v + (t : ℂ) • w))
      (star w ⬝ᵥ (A *ᵥ v) + star v ⬝ᵥ (A *ᵥ w)) 0 := by
  have ht : HasDerivAt (fun t : ℝ => (t : ℂ)) 1 0 := by
    simpa using (hasDerivAt_id' (0 : ℝ)).ofReal_comp
  rw [funext fun t : ℝ => expect_add_smul A v w t]
  exact (((ht.mul_const _).const_add _).fun_add ((ht.fun_pow 2).mul_const _)).congr_deriv
    (by simp)
```

Write $N=v^\dagger Mv$ and let $E$ be the energy of $v$, so that $v^\dagger Hv=EN$. The quotient rule gives

$$\mathcal E'(0)=\frac{(w^\dagger Hv+v^\dagger Hw)N-EN(w^\dagger Mv+v^\dagger Mw)}{N^2}
=\frac{w^\dagger(H-EM)v+v^\dagger(H-EM)w}{N}.$$

This step needs neither Hermiticity nor an eigenvalue equation.

```lean
/-- The slope of the energy along `v + t w`, in terms of the residual matrix `H - E M`
at the energy `E` of `v`. -/
theorem energy_hasDerivAt (H M : Matrix k k ℂ) (v w : k → ℂ) (E : ℂ)
    (h0 : expect M v ≠ 0) (hE : energy H M v = E) :
    HasDerivAt (fun t : ℝ => energy H M (v + (t : ℂ) • w))
      ((star w ⬝ᵥ ((H - E • M) *ᵥ v) + star v ⬝ᵥ ((H - E • M) *ᵥ w)) / expect M v) 0 := by
  have z : v + ((0 : ℝ) : ℂ) • w = v := by simp
  have hE' : expect H v = E * expect M v := (div_eq_iff h0).mp hE
  refine ((expect_hasDerivAt H v w).fun_div (expect_hasDerivAt M v w)
    (by simpa using h0)).congr_deriv ?_
  simp only [z]
  rw [shift_apply, shift_apply, hE', div_eq_div_iff (pow_ne_zero 2 h0) h0]
  ring
```

## Stationarity and the small-component equation

Let $r$ be the small part of the residual $(H-EM)v$. For Hermitian $H$ and $M$ both expectation values are real, so taking $E$ real excludes nothing. With $w=(0,Ya)$ the slope becomes

$$\mathcal E'(0)=\frac{(Ya)^\dagger r+\big((Ya)^\dagger r\big)^*}{N}=\frac{2\,\mathrm{Re}\,(Ya)^\dagger r}{N}.$$

If $r=0$, the slope vanishes for every $Y$. Conversely, suppose that it vanishes for every $Y$. Since $N\ne0$, the vector $a$ is not zero, and some $a_j\neq0$. Choose $Y_{il}=\delta_{lj}\,r_i/a_j$. Then $Ya=r$, the slope is $2r^\dagger r/N=0$, and hence $r=0$.

```lean
/-- The energy is stationary under every change of the decoupling matrix exactly when the
small-component rows of `H v = E M v` hold, `E` being the energy of `v = (a, X a)`. -/
theorem stationary_iff {H M : Matrix (m ⊕ n) (m ⊕ n) ℂ} (hH : H.IsHermitian)
    (hM : M.IsHermitian) (X : Matrix n m ℂ) (a : m → ℂ) (E : ℝ)
    (h0 : expect M (fourSpinor X a) ≠ 0) (hE : energy H M (fourSpinor X a) = E) :
    (∀ Y : Matrix n m ℂ,
      HasDerivAt (fun t : ℝ => energy H M (fourSpinor (X + (t : ℂ) • Y) a)) 0 0) ↔
    ∀ i : n, (H *ᵥ fourSpinor X a) (Sum.inr i) = E * (M *ᵥ fourSpinor X a) (Sum.inr i) := by
  classical
  obtain ⟨r, hr⟩ : ∃ r : n → ℂ, r = fun i =>
    ((H - (E : ℂ) • M) *ᵥ fourSpinor X a) (Sum.inr i) := ⟨_, rfl⟩
  have hri : ∀ i, r i = (H *ᵥ fourSpinor X a) (Sum.inr i)
      - E * (M *ᵥ fourSpinor X a) (Sum.inr i) := fun i => by
    rw [hr, sub_mulVec, smul_mulVec]; rfl
  -- the slope is twice the real part of the overlap of `Y a` with the residual `r`
  have key : ∀ Y : Matrix n m ℂ,
      HasDerivAt (fun t : ℝ => energy H M (fourSpinor (X + (t : ℂ) • Y) a))
        ((star (Y *ᵥ a) ⬝ᵥ r + star (star (Y *ᵥ a) ⬝ᵥ r)) / expect M (fourSpinor X a)) 0 := by
    intro Y
    have h := energy_hasDerivAt H M _ (Sum.elim (0 : m → ℂ) (Y *ᵥ a)) _ h0 hE
    rw [swap (shift_hermitian hH hM E) (fourSpinor X a), small_dot, ← hr] at h
    simp only [fourSpinor_shift]
    exact h
  constructor
  · intro h i
    obtain ⟨j, hj⟩ : ∃ j, a j ≠ 0 := by
      by_contra hc
      have ha : a = 0 := funext fun j => by_contra fun hj => hc ⟨j, hj⟩
      have hz : fourSpinor X a = 0 := by
        rw [ha]; ext i; cases i <;> simp [fourSpinor]
      exact h0 (by rw [hz]; simp [expect])
    -- a variation whose small component is the residual itself
    have hY : (Matrix.of fun i l => if l = j then r i / a j else 0) *ᵥ a = r := by
      ext i
      simp [mulVec, dotProduct, hj]
    have hs := (key (Matrix.of fun i l => if l = j then r i / a j else 0)).unique (h _)
    have hself : star r ⬝ᵥ r = star (star r ⬝ᵥ r) := by apply Matrix.star_dotProduct
    rw [hY, ← hself, div_eq_zero_iff, or_iff_left h0, add_self_eq_zero,
      dotProduct_star_self_eq_zero] at hs
    exact sub_eq_zero.mp (by rw [← hri, hs]; rfl)
  · intro h Y
    have hz : r = 0 := funext fun i => by rw [hri, h i, sub_self]; rfl
    simpa [hz] using key Y
```

The right-hand side of the equivalence is $(Hv)_i=E(Mv)_i$ for each small-component index $i$, which Lean writes as `Sum.inr i`. With two or more large basis functions the large-component rows are not implied in general, since $a$ is never varied. With only one, the remaining row follows from $v^\dagger(H-EM)v=0$ and $a\neq0$.

In the proof, `key` is the slope formula, obtained from `energy_hasDerivAt` with `swap` and `small_dot`. The matrix chosen above appears as `Matrix.of`, and `hY` confirms that it maps $a$ to $r$.

The converse turns on Mathlib's `HasDerivAt`. The proposition `HasDerivAt f f' x` says that $f$ is differentiable at $x$ with derivative $f'$, and `HasDerivAt.unique` says that two such values at one point agree. Stationarity supplies the value $0$ and `key` supplies the residual expression, so `unique` turns a hypothesis about derivatives into an algebraic equation, `hs`. Then `dotProduct_star_self_eq_zero` gives $r=0$. The equation `deriv f x = 0` would say less, because Mathlib's `deriv` also returns zero where no derivative exists.

Let $H$ and $M$ be Hermitian and $v^\dagger Mv\neq0$. If the full equation $Hv=eMv$ holds, then $v^\dagger Hv=e\,v^\dagger Mv$, so the energy of $v$ is $e$. The small-component rows hold in particular, and the equivalence gives $\mathcal E'(0)=0$ for every $Y$.

```lean
/-- At a solution of `H v = e M v` the energy has zero derivative with respect to any
change of the decoupling matrix. -/
theorem energy_stationary {H M : Matrix (m ⊕ n) (m ⊕ n) ℂ} (hH : H.IsHermitian)
    (hM : M.IsHermitian) (X Y : Matrix n m ℂ) (a : m → ℂ) (e : ℝ)
    (hv : H *ᵥ fourSpinor X a = (e : ℂ) • (M *ᵥ fourSpinor X a))
    (h0 : expect M (fourSpinor X a) ≠ 0) :
    HasDerivAt (fun t : ℝ => energy H M (fourSpinor (X + (t : ℂ) • Y) a)) 0 0 := by
  have hE : energy H M (fourSpinor X a) = e := by
    rw [energy, div_eq_iff h0, expect, hv, dotProduct_smul, smul_eq_mul, expect]
  exact (stationary_iff hH hM X a e h0 hE).mpr (fun i => by rw [hv]; rfl) Y
```

## The quadratic error

Put $A=H-eM$. The eigenvalue equation is $Av=0$, which removes $v^\dagger Av$ and $w^\dagger Av$. Hermiticity then removes $v^\dagger Aw=(w^\dagger Av)^*$. Only the last term of the expansion remains:

$$v_t^\dagger(H-eM)v_t=t^2\,(Ya)^\dagger(H_{22}-eM_{22})(Ya).$$

This identity is exact for every real $t$ and needs no condition on the norm.

```lean
/-- If `H v = e M v` and the decoupling matrix is changed by `t Y`, the expectation value of `H - e
M` is exactly `t²` times that of its small-component block in `Y a`. -/
theorem residual_quadratic {H M : Matrix (m ⊕ n) (m ⊕ n) ℂ} (hH : H.IsHermitian)
    (hM : M.IsHermitian) (X Y : Matrix n m ℂ) (a : m → ℂ) (e t : ℝ)
    (hv : H *ᵥ fourSpinor X a = (e : ℂ) • (M *ᵥ fourSpinor X a)) :
    expect (H - (e : ℂ) • M) (fourSpinor (X + (t : ℂ) • Y) a) =
      (t : ℂ) ^ 2 * expect (H.toBlocks₂₂ - (e : ℂ) • M.toBlocks₂₂) (Y *ᵥ a) := by
  have hA : (H - (e : ℂ) • M) *ᵥ fourSpinor X a = 0 := by
    rw [sub_mulVec, smul_mulVec, hv, sub_self]
  have hB : (H - (e : ℂ) • M).toBlocks₂₂ = H.toBlocks₂₂ - (e : ℂ) • M.toBlocks₂₂ := rfl
  -- constant and linear terms vanish by the eigenvalue equation and Hermiticity
  rw [fourSpinor_shift, expect_add_smul, swap (shift_hermitian hH hM e) (fourSpinor X a),
    expect_small, hB, expect, hA]
  simp
```

Let $q=(Ya)^\dagger(H_{22}-eM_{22})(Ya)$ and $N(t)=v_t^\dagger Mv_t$. The identity reads $v_t^\dagger Hv_t-e\,N(t)=t^2q$. By continuity $N(t)\neq0$ for small $t$, and for such $t\neq0$ division gives

$$\frac{\mathcal E(t)-e}{t^2}=\frac{q}{N(t)}\;\longrightarrow\;\frac{q}{v^\dagger Mv}.$$

```lean
/-- At a solution of `H v = e M v` with `v† M v ≠ 0`, the energy error caused by changing the
decoupling matrix by `t Y`, divided by `t²`, tends to the expectation value of `H22 - e M22` in `Y
a`, divided by `v† M v`. -/
theorem energy_error_limit {H M : Matrix (m ⊕ n) (m ⊕ n) ℂ} (hH : H.IsHermitian)
    (hM : M.IsHermitian) (X Y : Matrix n m ℂ) (a : m → ℂ) (e : ℝ)
    (hv : H *ᵥ fourSpinor X a = (e : ℂ) • (M *ᵥ fourSpinor X a))
    (h0 : expect M (fourSpinor X a) ≠ 0) :
    Tendsto (fun t : ℝ => (energy H M (fourSpinor (X + (t : ℂ) • Y) a) - e) / (t : ℂ) ^ 2)
      (𝓝[≠] 0) (𝓝 (expect (H.toBlocks₂₂ - (e : ℂ) • M.toBlocks₂₂) (Y *ᵥ a)
        / expect M (fourSpinor X a))) := by
  have hN : Tendsto (fun t : ℝ => expect M (fourSpinor (X + (t : ℂ) • Y) a)) (𝓝 0)
      (𝓝 (expect M (fourSpinor X a))) := by
    simp only [fourSpinor_shift]
    simpa using (expect_hasDerivAt M (fourSpinor X a)
      (Sum.elim (0 : m → ℂ) (Y *ᵥ a))).continuousAt.tendsto
  refine ((tendsto_const_nhds.div hN h0).mono_left nhdsWithin_le_nhds).congr' ?_
  filter_upwards [nhdsWithin_le_nhds (hN.eventually_ne h0), self_mem_nhdsWithin] with t ht ht0
  have htc : (t : ℂ) ^ 2 ≠ 0 := pow_ne_zero 2 (Complex.ofReal_ne_zero.mpr ht0)
  have hq := residual_quadratic hH hM X Y a e t hv
  rw [expect, shift_apply] at hq
  change expect H _ - e * expect M _ = _ at hq
  change expect (H.toBlocks₂₂ - (e : ℂ) • M.toBlocks₂₂) (Y *ᵥ a)
    / expect M (fourSpinor (X + (t : ℂ) • Y) a) = _
  rw [energy, div_sub' ht, div_div, div_eq_div_iff ht (mul_ne_zero ht htc)]
  linear_combination (-expect M (fourSpinor (X + (t : ℂ) • Y) a)) * hq
```

The symbol `𝓝[≠] 0` means that $t$ tends to zero without being zero. The continuity of $N(t)$ is `hN`, which comes from the derivative already computed. The two sides of the division formula need to agree only near $t=0$, which is what `congr'` uses, and `linear_combination` deduces that agreement from the quadratic identity.

## One large and one small component

The smallest case with a nonempty small component already shows a genuine second-order error. Take

$$H=\begin{pmatrix}0&2\\2&-3\end{pmatrix},\qquad M=1.$$

```lean
/-- A two-level Hamiltonian with one large and one small component. -/
def modelH : Matrix (Fin 1 ⊕ Fin 1) (Fin 1 ⊕ Fin 1) ℂ :=
  fromBlocks !![0] !![2] !![2] !![-3]
```

With $a=1$ and $X=\tfrac12$, the vector $v=(1,\tfrac12)$ satisfies $Hv=v$, so $e=1$, and $v^\dagger v=\tfrac54$. For $Y=1$ the unnormalised coefficient is $H_{22}-e=-4$. The energy can be written in closed form:

$$\mathcal E(t)=1-\frac{4t^2}{1+(\tfrac12+t)^2}.$$

The error divided by $t^2$ therefore tends to $-4/(5/4)=-\tfrac{16}{5}$. The state is the upper of the two levels, and an error in $X$ lowers its energy: second order does not mean an upper bound. The theorem below confirms the Hermiticity of both matrices, the eigenvalue equation, the nonzero norm and the nonzero coefficient.

```lean
/-- The two-level model with unit metric, `X = 1/2` and `e = 1` satisfies the eigenvalue equation
with nonzero norm. Both matrices are Hermitian, and `H22 - e M22` has a nonzero expectation value in
`Y a` for `Y = 1` and `a = 1`. -/
theorem modelH_witness :
    modelH.IsHermitian ∧ (1 : Matrix (Fin 1 ⊕ Fin 1) (Fin 1 ⊕ Fin 1) ℂ).IsHermitian ∧
    modelH *ᵥ fourSpinor !![1 / 2] ![1] = ((1 : ℝ) : ℂ) •
      ((1 : Matrix (Fin 1 ⊕ Fin 1) (Fin 1 ⊕ Fin 1) ℂ) *ᵥ fourSpinor !![1 / 2] ![1]) ∧
    expect (1 : Matrix (Fin 1 ⊕ Fin 1) (Fin 1 ⊕ Fin 1) ℂ) (fourSpinor !![1 / 2] ![1]) ≠ 0 ∧
    expect (modelH.toBlocks₂₂ - ((1 : ℝ) : ℂ) •
      (1 : Matrix (Fin 1 ⊕ Fin 1) (Fin 1 ⊕ Fin 1) ℂ).toBlocks₂₂) (!![1] *ᵥ ![1]) ≠ 0 := by
  refine ⟨?_, isHermitian_one, ?_, ?_, ?_⟩
  · ext i j
    rcases i with i | i <;> rcases j with j | j <;> fin_cases i <;> fin_cases j <;>
      simp [modelH, conjTranspose_apply]
  · rw [one_mulVec]
    ext i
    rcases i with i | i <;> fin_cases i <;>
      norm_num [modelH, fourSpinor, mulVec, dotProduct, Fintype.sum_sum_type]
  · have h2 : (starRingEnd ℂ) 2 = 2 := map_ofNat _ 2
    rw [expect, one_mulVec]
    norm_num [fourSpinor, mulVec, dotProduct, Fintype.sum_sum_type]
    rw [h2]
    norm_num
  · norm_num [expect, modelH, mulVec, dotProduct, toBlocks₂₂, Matrix.one_apply]

end DecouplingError
```

```lean
#print axioms DecouplingError.energy_stationary
#print axioms DecouplingError.energy_error_limit
```

```
'DecouplingError.energy_stationary' depends on axioms: [propext, Classical.choice, Quot.sound]
'DecouplingError.energy_error_limit' depends on axioms: [propext, Classical.choice, Quot.sound]
```
